# Fractional reduction of the Darwin term for an orbital exp(−bxᵖ) when the point nucleus is replaced by charged shells

Take a spherically symmetric orbital φ(x), with x the distance from the nucleus, and keep it fixed while the point nucleus is replaced by finitely many concentric shells of radius `R * r i` carrying charge fractions `w i`. The expectation value of the Darwin term is then reduced by the fraction 1 − (∑ᵢ wᵢ φ(R rᵢ)²)/φ(0)². The theorem evaluates this expression for φ(x) = exp(−b xᵖ), with p a nonzero natural number, and gets 1 − ∑ᵢ wᵢ exp(−2b Rᵖ rᵢᵖ). The orbital need not be normalised, since only its square relative to the value at the origin enters. The theorem allows arbitrary real weights and radii; the physical reading needs non-negative radii and non-negative weights that add up to one. The attempt means to double the exponents in place of squaring, to simplify the denominator φ(0)² away, and then to compare the two sums term by term, but the denominator survives the simplification.

This version doesn't compile in Lean 4 with Mathlib:

```lean
import Mathlib

open Filter Topology

namespace ReductionExp

noncomputable section

variable {ι κ : Type*} [Fintype ι] [Fintype κ]

/-- Fractional reduction of the Darwin term when a point nucleus is replaced by charge
fractions `w i` on shells of radius `R * r i`, for a radial orbital `φ` with `φ 0 ≠ 0`. -/
def darwinReduction (φ : ℝ → ℝ) (w r : ι → ℝ) (R : ℝ) : ℝ :=
  1 - (∑ i, w i * φ (R * r i) ^ 2) / φ 0 ^ 2

/-- For the orbital `exp (-b x ^ p)` with `p ≠ 0`, the Darwin reduction is one minus the
charge average of `exp (-2 b x ^ p)`. -/
theorem reduction_exp (w r : ι → ℝ) (b : ℝ) {p : ℕ} (hp : p ≠ 0) (R : ℝ) :
    darwinReduction (fun x => Real.exp (-b * x ^ p)) w r R =
      1 - ∑ i, w i * Real.exp (-2 * b * R ^ p * r i ^ p) := by
  have hsq : ∀ y : ℝ, Real.exp y ^ 2 = Real.exp (2 * y) := by
    intro y
    rw [two_mul, Real.exp_add, pow_two]
  simp only [darwinReduction, hsq, zero_pow hp, mul_zero, Real.exp_zero, div_one]
  congr 1
  refine Finset.sum_congr rfl (fun i _ => ?_)
  congr 2
  ring

end

end ReductionExp
```

The compiler's answer:

```
Main.lean:26:9: error: typeclass instance problem is stuck
  AddCommMonoid ?m.118

Note: Lean will not try to resolve this typeclass instance problem because the type argument to `AddCommMonoid` is a metavariable. This argument must be fully determined before Lean will try to resolve the typeclass.

Hint: Adding type annotations and supplying implicit arguments to functions can give Lean more information for typeclass resolution. For example, if you have a variable `x` that you intend to be a `Nat`, but Lean reports it as having an unresolved type like `?m`, replacing `x` with `(x : Nat)` can get typeclass resolution un-stuck.
Main.lean:24:73: warning: This simp argument is unused:
  div_one

Hint: Omit it from the simp argument list.
  [apply] simp only [darwinReduction, hsq, zero_pow hp, mul_zero, Real.exp_zero]

Note: This linter can be disabled with `set_option linter.unusedSimpArgs false`
```

Diagnosis. The error is reported at `Finset.sum_congr`, but its origin is the `simp only` line before it. There `simp only` simplifies the inside of the denominator first: `0 ^ p` becomes `0`, the exponent vanishes, and `Real.exp 0` becomes `1`. What is left is `1 ^ 2`, which `hsq` no longer matches, as it needs the square of an exponential, and which no other lemma in the list reduces. So `div_one` never finds a division by a literal `1`, which is why the warning calls it unused.

After `congr 1` the left side is therefore still a sum divided by `1 ^ 2`, while `Finset.sum_congr` proves an equality between two sums. The goal does not fit, the type of the summands stays undetermined, and Lean reports the search for its `AddCommMonoid` instance as stuck.

Adding `one_pow` rewrites `1 ^ 2` to `1`, and `div_one` then removes the division. After `congr 1` both sides are now plain sums, and the rest of the proof goes through unchanged. Dropping `div_one`, as the linter's hint suggests, would not have cured the error.

This version goes through:

```diff
@@ -22,5 +22,5 @@
     intro y
     rw [two_mul, Real.exp_add, pow_two]
-  simp only [darwinReduction, hsq, zero_pow hp, mul_zero, Real.exp_zero, div_one]
+  simp only [darwinReduction, hsq, zero_pow hp, mul_zero, Real.exp_zero, one_pow, div_one]
   congr 1
   refine Finset.sum_congr rfl (fun i _ => ?_)
```
